# A good Broyden update adds at most L·max(‖x−p‖, ‖x′−p‖) to the Jacobian error when F′ is L-Lipschitz

If \(F\) has an \(L\)-Lipschitz derivative, one good Broyden update from \(x\) to \(x'\neq x\) should increase the Frobenius distance to the Jacobian at \(p\) by at most \(L\) times the larger of \(\|x-p\|\) and \(\|x'-p\|\). I know this as "bounded deterioration". Can it be derived in full, with a rigorous, machine-checked proof?

## The bound from an exact error balance

Yes. Write \(A=F'(p)\), \(s=x'-x\) and \(y=F(x')-F(x)\), and let \(B\) be the old approximate Jacobian. The updated matrix is

\[
B_+=B+\frac{(y-Bs)s^T}{\|s\|^2},\qquad
\|B_+-A\|_F\le\|B-A\|_F+L\max(\|x-p\|,\|x'-p\|).
\]

Set \(E=B-A\) and \(r=y-Bs\), so that \(B_+-A=E+rs^T/\|s\|^2\). In an orthonormal basis \(b_i\), we have \(\sum_i\langle s,b_i\rangle^2=\|s\|^2\) and \(\sum_i\langle s,b_i\rangle Eb_i=Es\). Summing the squared column lengths gives

\[
\|B_+-A\|_F^2=\|E\|_F^2+\frac{2\langle Es,r\rangle+\|r\|^2}{\|s\|^2}.
\]

Since \(y-As=Es+r\), the numerator equals \(\|y-As\|^2-\|Es\|^2\). Therefore

\[
\|B_+-A\|_F^2+\frac{\|Es\|^2}{\|s\|^2}
=\|E\|_F^2+\frac{\|y-As\|^2}{\|s\|^2}.
\]

The update removes the old error along \(s\) and brings in the secant defect \(y-As\). Integrating along the segment bounds that defect:

\[
\begin{aligned}
\|y-As\|&=\left\|\int_0^1\bigl(F'(x+ts)-F'(p)\bigr)s\,dt\right\|\\
&\le L\|s\|\int_0^1\bigl((1-t)\|x-p\|+t\|x'-p\|\bigr)dt
=\delta\|s\|,
\end{aligned}
\]

where \(\delta=L(\|x-p\|+\|x'-p\|)/2\). Dropping the nonnegative gain term leaves

\[
\|B_+-A\|_F^2\le\|E\|_F^2+\delta^2\le(\|E\|_F+\delta)^2.
\]

Taking roots, and bounding the mean distance by the maximum, proves the claim.

If the iterates \(u_k\) also satisfy \(\|u_k-p\|\le rq^k\), now with a scalar \(r\) and \(0\le q<1\), the increments are at most \(Lrq^k\). They add up to at most \(Lr/(1-q)\).

Here is the complete Lean file.

```lean
import Mathlib

open Finset
open scoped InnerProductSpace NNReal

namespace BroydenBoundedDeterioration

noncomputable section

variable {E G ι : Type*} [NormedAddCommGroup E] [InnerProductSpace ℝ E]
  [NormedAddCommGroup G] [InnerProductSpace ℝ G] [Fintype ι]

/-- The Frobenius norm of a linear map: the root of the summed squared lengths of its columns
in the orthonormal basis `b`. -/
def frob (b : OrthonormalBasis ι ℝ E) (T : E →L[ℝ] G) : ℝ :=
  √(∑ i, ‖T (b i)‖ ^ 2)

/-- `Bp` is a good Broyden update of `B` for the step `s` and the residual change `y`:
`‖s‖² (Bp - B) = (y - B s) sᵀ`. -/
def IsGoodBroydenUpdate (B : E →L[ℝ] G) (s : E) (y : G) (Bp : E →L[ℝ] G) : Prop :=
  ∀ v, ‖s‖ ^ 2 • (Bp v - B v) = ⟪s, v⟫_ℝ • (y - B s)

/-- For a nonzero step the good Broyden update exists, is unique, and is given by the usual
rank-one formula. -/
theorem isGoodBroydenUpdate_iff {B Bp : E →L[ℝ] G} {s : E} {y : G} (hs : s ≠ 0) :
    IsGoodBroydenUpdate B s y Bp ↔
      Bp = B + (‖s‖ ^ 2)⁻¹ • (innerSL ℝ s).smulRight (y - B s) := by
  have hc : ‖s‖ ^ 2 ≠ 0 := pow_ne_zero 2 (norm_ne_zero_iff.mpr hs)
  constructor
  · intro h
    refine ContinuousLinearMap.ext fun v => ?_
    change Bp v = B v + (‖s‖ ^ 2)⁻¹ • (⟪s, v⟫_ℝ • (y - B s))
    rw [← h v, inv_smul_smul₀ hc]
    abel
  · rintro rfl v
    change ‖s‖ ^ 2 • ((B v + (‖s‖ ^ 2)⁻¹ • (⟪s, v⟫_ℝ • (y - B s))) - B v) = _
    rw [add_sub_cancel_left, smul_inv_smul₀ hc]

/-- The squared Frobenius norm is the sum of the squared column lengths. -/
theorem frob_sq (b : OrthonormalBasis ι ℝ E) (T : E →L[ℝ] G) :
    frob b T ^ 2 = ∑ i, ‖T (b i)‖ ^ 2 :=
  Real.sq_sqrt (sum_nonneg fun _ _ => sq_nonneg _)

/-- Expansion of the summed squared column lengths of `c T + r sᵀ`. -/
theorem sum_norm_sq_rank_one (b : OrthonormalBasis ι ℝ E) (T : E →L[ℝ] G) (c : ℝ)
    (s : E) (r : G) :
    ∑ i, ‖c • T (b i) + ⟪s, b i⟫_ℝ • r‖ ^ 2 =
      c ^ 2 * ∑ i, ‖T (b i)‖ ^ 2 + 2 * c * ⟪T s, r⟫_ℝ + ‖s‖ ^ 2 * ‖r‖ ^ 2 := by
  have term : ∀ (u : G) (a : ℝ), ‖c • u + a • r‖ ^ 2 =
      c ^ 2 * ‖u‖ ^ 2 + 2 * c * (a * ⟪u, r⟫_ℝ) + a ^ 2 * ‖r‖ ^ 2 := by
    intro u a
    rw [norm_add_sq_real, real_inner_smul_left, real_inner_smul_right]
    simp only [norm_smul, mul_pow, Real.norm_eq_abs, sq_abs]
    ring
  -- Parseval for `s`, and the expansion of `T s` in columns
  have h1 : ∑ i, ⟪s, b i⟫_ℝ ^ 2 = ‖s‖ ^ 2 := by
    rw [← real_inner_self_eq_norm_sq, ← b.sum_inner_mul_inner s s]
    refine sum_congr rfl fun i _ => ?_
    rw [real_inner_comm s (b i), sq]
  have h2 : ∑ i, ⟪s, b i⟫_ℝ * ⟪T (b i), r⟫_ℝ = ⟪T s, r⟫_ℝ := by
    have h := congrArg T (b.sum_repr' s)
    simp only [map_sum, map_smul] at h
    rw [← h, sum_inner]
    refine sum_congr rfl fun i _ => ?_
    rw [real_inner_smul_left, real_inner_comm s (b i)]
  rw [sum_congr rfl fun i _ => term (T (b i)) ⟪s, b i⟫_ℝ, sum_add_distrib, sum_add_distrib,
    ← mul_sum, ← mul_sum, ← sum_mul, h1, h2]

/-- Exact error balance of one good Broyden update against any reference Jacobian `A`. -/
theorem error_balance (b : OrthonormalBasis ι ℝ E) {B Bp : E →L[ℝ] G} (A : E →L[ℝ] G)
    {s : E} {y : G} (hs : s ≠ 0) (h : IsGoodBroydenUpdate B s y Bp) :
    ‖s‖ ^ 2 * frob b (Bp - A) ^ 2 + ‖(B - A) s‖ ^ 2 =
      ‖s‖ ^ 2 * frob b (B - A) ^ 2 + ‖y - A s‖ ^ 2 := by
  have key : ∀ i, ‖s‖ ^ 2 • (Bp - A) (b i) =
      ‖s‖ ^ 2 • (B - A) (b i) + ⟪s, b i⟫_ℝ • (y - B s) := by
    intro i
    rw [← h (b i)]
    change ‖s‖ ^ 2 • (Bp (b i) - A (b i)) = ‖s‖ ^ 2 • (B (b i) - A (b i)) + _
    module
  have e := sum_norm_sq_rank_one b (B - A) (‖s‖ ^ 2) s (y - B s)
  rw [← sum_congr rfl fun i _ => congrArg (fun u : G => ‖u‖ ^ 2) (key i)] at e
  simp only [norm_smul, mul_pow, norm_pow, norm_norm, ← mul_sum] at e
  rw [← frob_sq, ← frob_sq] at e
  -- the secant defect `y - A s` is the old error along `s` plus the mismatch `y - B s`
  have split : y - A s = (B - A) s + (y - B s) := by
    change y - A s = (B s - A s) + (y - B s)
    abel
  have hres := norm_add_sq_real ((B - A) s) (y - B s)
  rw [← split] at hres
  apply mul_left_cancel₀ (pow_ne_zero 2 (norm_ne_zero_iff.mpr hs))
  linear_combination e - ‖s‖ ^ 2 * hres

variable {F : E → G} {F' : E → E →L[ℝ] G} {D : Set E} {L : ℝ≥0} {p x x' : E}

/-- The Jacobian at `p` predicts the change of `F` from `x` to `x'` up to `L` times the mean
distance of the two points from `p` times the step length. -/
theorem secant_defect_le (hD : Convex ℝ D) (hF : ∀ z ∈ D, HasFDerivAt F (F' z) z)
    (hL : LipschitzOnWith L F' D) (hp : p ∈ D) (hx : x ∈ D) (hx' : x' ∈ D) :
    ‖F x' - F x - F' p (x' - x)‖ ≤ L * ((‖x - p‖ + ‖x' - p‖) / 2) * ‖x' - x‖ := by
  have hmem : ∀ t ∈ Set.Icc (0 : ℝ) 1, x + t • (x' - x) ∈ D :=
    fun t ht => hD.add_smul_sub_mem hx hx' ht
  have hder : ∀ t ∈ Set.Icc (0 : ℝ) 1,
      HasDerivAt (fun t : ℝ => F (x + t • (x' - x)) - t • F' p (x' - x) - F x)
        (F' (x + t • (x' - x)) (x' - x) - F' p (x' - x)) t := by
    intro t ht
    have line : HasDerivAt (fun t : ℝ => x + t • (x' - x)) (x' - x) t :=
      (((hasDerivAt_id' t).smul_const (x' - x)).const_add x).congr_deriv (one_smul ℝ _)
    have lin : HasDerivAt (fun t : ℝ => t • F' p (x' - x)) (F' p (x' - x)) t :=
      ((hasDerivAt_id' t).smul_const (F' p (x' - x))).congr_deriv (one_smul ℝ _)
    exact (((hF _ (hmem t ht)).comp_hasDerivAt t line).sub lin).sub_const (F x)
  have hβ : ∀ t : ℝ, HasDerivAt
      (fun t : ℝ => L * ‖x' - x‖ * (‖x - p‖ * t + (‖x' - p‖ - ‖x - p‖) / 2 * (t * t)))
      (L * ‖x' - x‖ * (‖x - p‖ + (‖x' - p‖ - ‖x - p‖) * t)) t := by
    intro t
    have h := (((hasDerivAt_id' t).const_mul ‖x - p‖).add
      (((hasDerivAt_id' t).mul (hasDerivAt_id' t)).const_mul
        ((‖x' - p‖ - ‖x - p‖) / 2))).const_mul (L * ‖x' - x‖)
    exact h.congr_deriv (by ring)
  have main := image_norm_le_of_norm_deriv_right_le_deriv_boundary
    (fun t ht => (hder t ht).continuousAt.continuousWithinAt)
    (fun t ht => (hder t (Set.Ico_subset_Icc_self ht)).hasDerivWithinAt)
    (by simp) hβ
    (fun t ht => by
      have hz := hL.dist_le_mul _ (hmem t (Set.Ico_subset_Icc_self ht)) p hp
      rw [dist_eq_norm, dist_eq_norm] at hz
      -- the distance to `p` is convex along the segment
      have hc : ‖x + t • (x' - x) - p‖ ≤ ‖x - p‖ + (‖x' - p‖ - ‖x - p‖) * t := by
        have e : x + t • (x' - x) - p = (1 - t) • (x - p) + t • (x' - p) := by module
        have h := norm_add_le ((1 - t) • (x - p)) (t • (x' - p))
        rw [norm_smul, norm_smul, Real.norm_eq_abs, Real.norm_eq_abs,
          abs_of_nonneg (sub_nonneg.mpr ht.2.le), abs_of_nonneg ht.1] at h
        rw [e]
        linarith
      calc _ ≤ ‖F' (x + t • (x' - x)) - F' p‖ * ‖x' - x‖ :=
            (F' (x + t • (x' - x)) - F' p).le_opNorm (x' - x)
        _ ≤ L * (‖x - p‖ + (‖x' - p‖ - ‖x - p‖) * t) * ‖x' - x‖ := by
            refine mul_le_mul_of_nonneg_right (hz.trans ?_) (norm_nonneg _)
            exact mul_le_mul_of_nonneg_left hc L.coe_nonneg
        _ = _ := by ring)
    (Set.right_mem_Icc.mpr zero_le_one)
  have e : F (x + (1 : ℝ) • (x' - x)) - (1 : ℝ) • F' p (x' - x) - F x =
      F x' - F x - F' p (x' - x) := by
    rw [one_smul, one_smul, add_sub_cancel]
    abel
  rw [e] at main
  linarith

/-- Quadratic estimate: the squared new error plus the squared relative old error along the step
is at most the squared old error plus the square of `L` times the mean distance from `p`. -/
theorem deterioration_sq_le (b : OrthonormalBasis ι ℝ E) {B Bp : E →L[ℝ] G}
    (hD : Convex ℝ D) (hF : ∀ z ∈ D, HasFDerivAt F (F' z) z) (hL : LipschitzOnWith L F' D)
    (hp : p ∈ D) (hx : x ∈ D) (hx' : x' ∈ D) (hne : x' ≠ x)
    (h : IsGoodBroydenUpdate B (x' - x) (F x' - F x) Bp) :
    frob b (Bp - F' p) ^ 2 + ‖(B - F' p) (x' - x)‖ ^ 2 / ‖x' - x‖ ^ 2 ≤
      frob b (B - F' p) ^ 2 + (L * ((‖x - p‖ + ‖x' - p‖) / 2)) ^ 2 := by
  have hs : x' - x ≠ 0 := sub_ne_zero.mpr hne
  have hc : 0 < ‖x' - x‖ ^ 2 := pow_pos (norm_pos_iff.mpr hs) 2
  have e := error_balance b (F' p) hs h
  have d := pow_le_pow_left₀ (norm_nonneg _) (secant_defect_le hD hF hL hp hx hx') 2
  rw [mul_pow] at d
  rw [← le_sub_iff_add_le', div_le_iff₀ hc]
  linarith

/-- Bounded deterioration: one good Broyden update increases the Frobenius distance to the
Jacobian at `p` by at most `L` times the larger distance of the two iterates from `p`. -/
theorem bounded_deterioration (b : OrthonormalBasis ι ℝ E) {B Bp : E →L[ℝ] G}
    (hD : Convex ℝ D) (hF : ∀ z ∈ D, HasFDerivAt F (F' z) z) (hL : LipschitzOnWith L F' D)
    (hp : p ∈ D) (hx : x ∈ D) (hx' : x' ∈ D) (hne : x' ≠ x)
    (h : IsGoodBroydenUpdate B (x' - x) (F x' - F x) Bp) :
    frob b (Bp - F' p) ≤ frob b (B - F' p) + L * max ‖x - p‖ ‖x' - p‖ := by
  have q := deterioration_sq_le b hD hF hL hp hx hx' hne h
  have g : 0 ≤ ‖(B - F' p) (x' - x)‖ ^ 2 / ‖x' - x‖ ^ 2 := by positivity
  have h0 : 0 ≤ frob b (B - F' p) := Real.sqrt_nonneg _
  have hδ : 0 ≤ (L : ℝ) * ((‖x - p‖ + ‖x' - p‖) / 2) := by positivity
  -- drop the gain along the step and take roots
  have r : frob b (Bp - F' p) ≤
      frob b (B - F' p) + L * ((‖x - p‖ + ‖x' - p‖) / 2) := by
    refine le_of_not_gt fun hlt => ?_
    have := pow_lt_pow_left₀ hlt (add_nonneg h0 hδ) two_ne_zero
    nlinarith [mul_nonneg h0 hδ]
  have m : (‖x - p‖ + ‖x' - p‖) / 2 ≤ max ‖x - p‖ ‖x' - p‖ := by
    linarith [le_max_left ‖x - p‖ ‖x' - p‖, le_max_right ‖x - p‖ ‖x' - p‖]
  linarith [mul_le_mul_of_nonneg_left m L.coe_nonneg]

/-- If the iterates approach `p` at least as fast as `r qᵏ`, the Broyden matrices never drift
from the Jacobian at `p` by more than the initial error plus `L r / (1 - q)`. -/
theorem total_deterioration (b : OrthonormalBasis ι ℝ E) {B : ℕ → E →L[ℝ] G} {u : ℕ → E}
    {r q : ℝ} (hD : Convex ℝ D) (hF : ∀ z ∈ D, HasFDerivAt F (F' z) z)
    (hL : LipschitzOnWith L F' D) (hp : p ∈ D) (hu : ∀ k, u k ∈ D)
    (hne : ∀ k, u (k + 1) ≠ u k)
    (h : ∀ k, IsGoodBroydenUpdate (B k) (u (k + 1) - u k) (F (u (k + 1)) - F (u k)) (B (k + 1)))
    (hq0 : 0 ≤ q) (hq1 : q < 1) (hr : ∀ k, ‖u k - p‖ ≤ r * q ^ k) (N : ℕ) :
    frob b (B N - F' p) ≤ frob b (B 0 - F' p) + L * r / (1 - q) := by
  have hr0 : 0 ≤ r := by simpa using (norm_nonneg _).trans (hr 0)
  have hq : 0 < 1 - q := sub_pos.mpr hq1
  -- the remaining geometric tail is carried along in the induction
  have key : frob b (B N - F' p) + L * r / (1 - q) * q ^ N ≤
      frob b (B 0 - F' p) + L * r / (1 - q) := by
    induction N with
    | zero => simp
    | succ k ih =>
      have d := bounded_deterioration b hD hF hL hp (hu k) (hu (k + 1)) (hne k) (h k)
      have mono : r * q ^ (k + 1) ≤ r * q ^ k :=
        mul_le_mul_of_nonneg_left (pow_le_pow_of_le_one hq0 hq1.le (Nat.le_succ k)) hr0
      have m := mul_le_mul_of_nonneg_left
        (max_le (hr k) ((hr (k + 1)).trans mono)) L.coe_nonneg
      have tail : L * r / (1 - q) * q ^ k - L * r / (1 - q) * q ^ (k + 1) =
          L * (r * q ^ k) := by
        have e : L * r / (1 - q) * (1 - q) = L * r := div_mul_cancel₀ _ hq.ne'
        rw [pow_succ]
        linear_combination q ^ k * e
      linarith
  have : 0 ≤ L * r / (1 - q) * q ^ N := by positivity
  linarith

/-- For `F z = L z² / 2` on the line, with derivative `L z`, an update started from `B = 0` at
distinct points `x, x' ≥ 0` has Frobenius norm exactly `L` times the mean of `x` and `x'`. -/
theorem mean_distance_sharp (b : OrthonormalBasis ι ℝ ℝ) (L : ℝ≥0) {x x' : ℝ}
    (hx : 0 ≤ x) (hx' : 0 ≤ x') (hne : x' ≠ x) {Bp : ℝ →L[ℝ] ℝ}
    (h : IsGoodBroydenUpdate 0 (x' - x) (L / 2 * x' ^ 2 - L / 2 * x ^ 2) Bp) :
    (∀ z : ℝ, HasDerivAt (fun z : ℝ => L / 2 * z ^ 2) (L * z) z) ∧
      frob b Bp = L * ((x + x') / 2) := by
  constructor
  · intro z
    exact ((hasDerivAt_pow 2 z).const_mul ((L : ℝ) / 2)).congr_deriv (by norm_num; ring)
  · have hs : x' - x ≠ 0 := sub_ne_zero.mpr hne
    have h0 : frob b (0 : ℝ →L[ℝ] ℝ) = 0 := by simp [frob]
    have hz : ∀ v, (0 : ℝ →L[ℝ] ℝ) v = 0 := fun _ => rfl
    have e := error_balance b 0 hs h
    simp only [sub_zero, h0, hz, Real.norm_eq_abs, sq_abs] at e
    have hn : 0 ≤ frob b Bp := Real.sqrt_nonneg _
    refine (sq_eq_sq₀ hn (by positivity)).1 ?_
    apply mul_left_cancel₀ (pow_ne_zero 2 hs)
    linear_combination e

end

end BroydenBoundedDeterioration
```

```lean
#print axioms BroydenBoundedDeterioration.isGoodBroydenUpdate_iff
-- 'BroydenBoundedDeterioration.isGoodBroydenUpdate_iff' depends on axioms: [propext, Classical.choice, Quot.sound]
#print axioms BroydenBoundedDeterioration.total_deterioration
-- 'BroydenBoundedDeterioration.total_deterioration' depends on axioms: [propext, Classical.choice, Quot.sound]
#print axioms BroydenBoundedDeterioration.mean_distance_sharp
-- 'BroydenBoundedDeterioration.mean_distance_sharp' depends on axioms: [propext, Classical.choice, Quot.sound]
```

## Jacobians, norms and hypotheses in Lean

`bounded_deterioration` is the inequality above. Jacobians are continuous linear maps `E →L[ℝ] G` between real inner product spaces, and `Bp` denotes \(B_+\). The Lean type `E` is the space of states, not the error matrix \(E=B-A\) of the derivation. The finite orthonormal basis `b` makes `E` finite-dimensional; `G` need not have the same dimension. `frob b` is the Frobenius norm computed from columns.

`IsGoodBroydenUpdate` states the update without division. For \(s\neq0\), `isGoodBroydenUpdate_iff` shows that its only solution is the usual rank-one formula. For \(s=0\) the relation would put no constraint on `Bp`, hence the hypothesis `hne`.

The points `p`, `x` and `x'` lie in a convex set `D`. There `hF` supplies the derivative and `hL` its Lipschitz bound in operator norm. The constant `L` is assumed: physically, it limits how quickly the linear response of the residual changes with the state. The point `p` need not be a root of \(F\).

In a self-consistent-field calculation that updates its approximate Jacobian by this good Broyden formula, the result limits the growth of the Jacobian error, provided the residual is real, finite-dimensional and meets these smoothness assumptions. Other Broyden variants, such as those that update the inverse Jacobian by a different formula, are not covered. The bound does not establish convergence: `total_deterioration` takes the geometric decay of the distances as a hypothesis.

## From column sums to the final estimate

`sum_norm_sq_rank_one` expands the columns of a rank-one correction, using Parseval's identity and the expansion of `T s`. `error_balance` applies it to the update multiplied by \(\|s\|^2\), splits the secant defect, cancels a common factor \(\|s\|^2\) with `mul_left_cancel₀`, and closes the remaining identity with `linear_combination`.

`secant_defect_le` replaces the integral by a derivative comparison. It follows \(F(x+ts)-tAs-F(x)\), which vanishes at \(t=0\), and bounds its speed by the derivative of an explicit quadratic in \(t\). At \(t=1\) this gives the mean-distance bound.

`deterioration_sq_le` combines the two results and keeps the gain along the step. `bounded_deterioration` drops that gain, takes roots by contradiction with `nlinarith`, and passes from mean to maximum. `total_deterioration` is an induction that carries the remaining geometric tail.

Finally, `mean_distance_sharp` takes \(F(z)=Lz^2/2\), \(p=0\), \(B=0\) and distinct \(x,x'\ge0\). The new error is then exactly \(L(x+x')/2\), so the mean-distance bound is attained.
